# The order-$g$ error of a restricted density-functional search is a difference of repulsion infima

Let $B$ be a set of states, and let $T$ and $V$ be real functions on it: $T(x)$ is the kinetic energy of state $x$ and $V(x)$ its electron-electron repulsion. Both are assumed bounded below on $B$. Let $A\subseteq B$ be a nonempty subset, for instance the single determinants. For $S=A$ or $S=B$ and a scale factor $g$, define
$$F_S(g)=\inf_{x\in S}\bigl(g^2T(x)+g\,V(x)\bigr).$$

In density functional theory, $B$ holds the $N$-electron wavefunctions with a given density $n(\mathbf r)$. Stretching all coordinates by $1/g$ turns $n$ into $g^3n(g\mathbf r)$, multiplies the kinetic energy by $g^2$ and multiplies the Coulomb repulsion by $g$. Thus $F_B(g)$ is the constrained-search functional at the scaled density, and $g\to0^+$ is the low-density limit. Determinants remain determinants under this scaling, so $A$ also stays fixed.

The restriction error is $F_A(g)-F_B(g)\ge0$ for $g>0$. Its low-density limit is
$$\lim_{g\to0^+}\frac{F_A(g)-F_B(g)}{g}=\inf_A V-\inf_B V .$$

Suppose that $V$ attains its minimum over $A$ at $x$ and over $B$ at $y$. Finite sets of states allow this, but the full set of many-electron wavefunctions in continuous space typically does not. Under this assumption there is also an explicit bound for every $g\ge0$:
$$\bigl|F_A(g)-F_B(g)-g\,(V(x)-V(y))\bigr|\le g^2\bigl(\max(T(x),T(y))-\inf_B T\bigr).$$

## Extrapolating and testing at small $g$

For a constrained search over the unscaled states of one density $n$, with $g$ entering only through the factors $g^2$ and $g$ and with $T$ and $V$ bounded below, the limit gives a check on code that compares a determinant-only search with a wider one: the error divided by $g$ must level off at a number computed from the repulsion alone. A code that fits the error at small $g$ with a linear leading term relies on this limit. If it also takes the remainder to be at most of order $g^2$, it relies on something stronger, which the bound supplies when both repulsion minima are attained.

For $g>0$ the quotient $F_S(g)/g$ equals the infimum of $V+gT$, which can be minimised directly. This helps with stopping criteria: an absolute error $\delta$ in $F_S(g)$ becomes $\delta/g$ in the quotient.

The restriction error here is not the usual Kohn–Sham correlation energy with its sign changed. Kohn–Sham theory uses the determinant that minimises $T$ at the given density, whereas $F_A(g)$ minimises $g^2T+gV$ over determinants.

## Bounds from separate minimisation and from one trial state

**Factoring out $g$.** Let $S$ be nonempty, $f$ bounded below on $S$ and $c>0$. Since $c\inf_S f\le c f(x)$ for every $x\in S$, we have $c\inf_S f\le\inf_S(cf)$. Conversely, $\inf_S(cf)/c\le f(x)$ for every $x\in S$, so $\inf_S(cf)\le c\inf_S f$. With $c=g$ and $f=V+gT$ this gives
$$\frac{F_S(g)}{g}=\inf_S(V+gT)\qquad(g>0).$$

**Lower bound.** Every state in $S$ satisfies $V(x)+gT(x)\ge\inf_S V+g\inf_S T$. Hence
$$\inf_S(V+gT)\ge\inf_S V+g\inf_S T,$$
and the right side tends to $\inf_S V$.

**Upper bound.** Given $\varepsilon>0$, choose one state $x\in S$ with $V(x)<\inf_S V+\varepsilon$. Keeping this state fixed,
$$\inf_S(V+gT)\le V(x)+gT(x).$$
The right side tends to $V(x)$, so it lies below $\inf_S V+\varepsilon$ once $g$ is small enough. The kinetic energy of the trial state may be large, but it is a fixed number multiplied by $g$. Together the two bounds give $F_S(g)/g\to\inf_S V$.

**Subtraction.** The lower bounds on $B$ also hold on $A$. Applying the limit to both sets and subtracting gives the result.

**The quadratic bound.** Let $x$ and $y$ be the repulsion minimisers over $A$ and $B$, and put $t=\inf_B T$. Separate minimisation and the trial states $x$ and $y$ give
$$gV(x)+g^2t\le F_A(g)\le gV(x)+g^2T(x),$$
$$gV(y)+g^2t\le F_B(g)\le gV(y)+g^2T(y).$$
Subtracting the second line from the first, with its bounds exchanged,
$$-g^2(T(y)-t)\le F_A(g)-F_B(g)-g(V(x)-V(y))\le g^2(T(x)-t).$$
Both outer terms have magnitude at most $g^2(\max(T(x),T(y))-t)$.

**A $g^{3/2}$ correction.** Take states labelled by $x>0$, with $T=1/x$ and $V=x$. The infimum of $V$ is zero and is not attained; approaching it makes $T$ grow without bound. The identity
$$\frac{g^2}{x}+gx-2g\sqrt g=\frac gx(\sqrt g-x)^2\ge0$$
shows that $F(g)\ge2g\sqrt g$, with equality at $x=\sqrt g$. The functional itself therefore has a correction of order $g^{3/2}$, larger than any fixed multiple of $g^2$ at small enough $g$.

### Three states worked by hand

Let $B=\{a,b,c\}$ and $A=\{a,b\}$, with energies in arbitrary units:

| State | $T$ | $V$ |
|---|---:|---:|
| $a$ | 1 | 3 |
| $b$ | 4 | 2 |
| $c$ | 6 | 1 |

The predicted limit is $2-1=1$. At $g=0.1$ the values of $g^2T+gV$ are $0.31$, $0.24$ and $0.16$, so the restriction error is $0.24-0.16=0.08$ and the quotient is $0.8$. At $g=0.01$ the error is $0.0204-0.0106=0.0098$, and the quotient is $0.98$.

The quadratic bound at $g=0.1$ allows a deviation of $0.01\,(6-1)=0.05$ from the linear term $0.1$. The actual deviation is $0.02$. At $g=1$ state $a$ is lowest in both sets and the restriction error vanishes, so agreement at ordinary density says little about the low-density coefficient.

## Lean source for the limit and the quadratic bound

```lean
import Mathlib

open Filter Topology

namespace LowDensityScaling

noncomputable section

variable {X : Type*} {T V f : X → ℝ} {S A B : Set X}

/-- The infimum of a real function `f` over a set `S` of states; its domain is nonempty `S`
on which `f` is bounded below. -/
def infOn (f : X → ℝ) (S : Set X) : ℝ := sInf (f '' S)

/-- The scaled functional `F_S(g)`, the infimum over the states in `S` of `g² T + g V`, with `T`
the kinetic energy and `V` the repulsion. -/
def scaledF (T V : X → ℝ) (S : Set X) (g : ℝ) : ℝ :=
  infOn (fun x => g ^ 2 * T x + g * V x) S

/-- Variational principle: if `f` is bounded below on `S`, every trial state in `S` gives an
upper bound to the infimum. -/
theorem infOn_le (hf : BddBelow (f '' S)) {x : X} (hx : x ∈ S) : infOn f S ≤ f x :=
  csInf_le hf (Set.mem_image_of_mem f hx)

/-- A number that is at most `f x` for every state `x` of a nonempty set is at most the infimum. -/
theorem le_infOn (hS : S.Nonempty) {c : ℝ} (h : ∀ x ∈ S, c ≤ f x) : c ≤ infOn f S := by
  refine le_csInf (hS.image f) ?_
  rintro _ ⟨x, hx, rfl⟩
  exact h x hx

/-- If `V` and `T` are bounded below on `S` and `g ≥ 0`, then `V + g T` is bounded below on `S` by
the infimum of `V` plus `g` times the infimum of `T`. -/
theorem separate_bound (hV : BddBelow (V '' S)) (hT : BddBelow (T '' S)) {g : ℝ} (hg : 0 ≤ g) :
    infOn V S + g * infOn T S ∈ lowerBounds ((fun x => V x + g * T x) '' S) := by
  rintro _ ⟨x, hx, rfl⟩
  exact add_le_add (infOn_le hV hx) (mul_le_mul_of_nonneg_left (infOn_le hT hx) hg)

/-- A positive factor can be taken out of the infimum of a function bounded below on a
nonempty set. -/
theorem infOn_mul (hS : S.Nonempty) (hf : BddBelow (f '' S)) {c : ℝ} (hc : 0 < c) :
    infOn (fun x => c * f x) S = c * infOn f S := by
  have low : ∀ x ∈ S, c * infOn f S ≤ c * f x := fun x hx =>
    mul_le_mul_of_nonneg_left (infOn_le hf hx) hc.le
  have hb : BddBelow ((fun x => c * f x) '' S) := by
    refine ⟨c * infOn f S, ?_⟩
    rintro _ ⟨x, hx, rfl⟩
    exact low x hx
  apply le_antisymm
  · rw [← div_le_iff₀' hc]
    refine le_infOn hS fun x hx => ?_
    rw [div_le_iff₀' hc]
    exact infOn_le (f := fun x => c * f x) hb hx
  · exact le_infOn hS low

/-- As `g` tends to zero from above, the infimum of `V + g T` over a nonempty set tends to the
infimum of `V`, if both functions are bounded below there. -/
theorem tendsto_infOn_add (hS : S.Nonempty) (hV : BddBelow (V '' S)) (hT : BddBelow (T '' S)) :
    Tendsto (fun g : ℝ => infOn (fun x => V x + g * T x) S) (𝓝[>] 0) (𝓝 (infOn V S)) := by
  have lin : ∀ p q : ℝ, Tendsto (fun g : ℝ => p + g * q) (𝓝[>] 0) (𝓝 p) := by
    intro p q
    have h : Continuous (fun g : ℝ => p + g * q) := by fun_prop
    have h0 := h.tendsto 0
    simp only [zero_mul, add_zero] at h0
    exact h0.mono_left nhdsWithin_le_nhds
  refine tendsto_order.2 ⟨fun a ha => ?_, fun b hb => ?_⟩
  · -- from below: minimise the two terms separately
    filter_upwards [(lin (infOn V S) (infOn T S)).eventually (lt_mem_nhds ha),
      self_mem_nhdsWithin] with g h1 hg
    have hg' : 0 < g := hg
    exact lt_of_lt_of_le h1 (le_csInf (hS.image _) (separate_bound hV hT hg'.le))
  · -- from above: a fixed trial state with nearly minimal repulsion
    obtain ⟨_, ⟨x, hx, rfl⟩, hxb⟩ := exists_lt_of_csInf_lt (hS.image V) hb
    filter_upwards [(lin (V x) (T x)).eventually (gt_mem_nhds hxb),
      self_mem_nhdsWithin] with g h1 hg
    have hg' : 0 < g := hg
    exact lt_of_le_of_lt
      (infOn_le (f := fun x => V x + g * T x) ⟨_, separate_bound hV hT hg'.le⟩ hx) h1

/-- Low-density limit of the functional: `F_S(g)/g` tends to the infimum of the repulsion over
`S` as `g` tends to zero from above, for nonempty `S` with `T` and `V` bounded below on it. -/
theorem tendsto_scaledF_div (hS : S.Nonempty) (hT : BddBelow (T '' S))
    (hV : BddBelow (V '' S)) :
    Tendsto (fun g => scaledF T V S g / g) (𝓝[>] 0) (𝓝 (infOn V S)) := by
  refine (tendsto_infOn_add hS hV hT).congr' ?_
  filter_upwards [self_mem_nhdsWithin] with g hg
  have hg' : 0 < g := hg
  have e : scaledF T V S g = g * infOn (fun x => V x + g * T x) S := by
    rw [← infOn_mul hS ⟨_, separate_bound hV hT hg'.le⟩ hg']
    unfold scaledF
    congr 1
    funext x
    show g ^ 2 * T x + g * V x = g * (V x + g * T x)
    ring
  rw [e, mul_div_cancel_left₀ _ hg'.ne']

/-- Let `T` and `V` be bounded below on `B`, and restrict the search to a nonempty subset `A`.
The restriction error divided by `g` tends, as `g` tends to zero from above, to the difference
of the infima of the repulsion alone. -/
theorem tendsto_restriction_error (hA : A.Nonempty) (hAB : A ⊆ B)
    (hT : BddBelow (T '' B)) (hV : BddBelow (V '' B)) :
    Tendsto (fun g => (scaledF T V A g - scaledF T V B g) / g) (𝓝[>] 0)
      (𝓝 (infOn V A - infOn V B)) := by
  have h1 := tendsto_scaledF_div hA (hT.mono (Set.image_mono hAB))
    (hV.mono (Set.image_mono hAB))
  have h2 := tendsto_scaledF_div (hA.mono hAB) hT hV
  exact (h1.sub h2).congr fun g => (sub_div _ _ _).symm

/-- If `x` minimises the repulsion over `S` and `t` is a lower bound of `T` on `S`, then for
`g ≥ 0` the functional lies between `g V(x) + g² t` and `g V(x) + g² T(x)`. -/
theorem scaledF_bounds {x : X} {t g : ℝ} (hx : x ∈ S) (hmin : ∀ z ∈ S, V x ≤ V z)
    (ht : ∀ z ∈ S, t ≤ T z) (hg : 0 ≤ g) :
    g * V x + g ^ 2 * t ≤ scaledF T V S g ∧
      scaledF T V S g ≤ g * V x + g ^ 2 * T x := by
  have low : ∀ z ∈ S, g * V x + g ^ 2 * t ≤ g ^ 2 * T z + g * V z := by
    intro z hz
    have h1 := mul_le_mul_of_nonneg_left (hmin z hz) hg
    have h2 := mul_le_mul_of_nonneg_left (ht z hz) (sq_nonneg g)
    linarith
  have hb : BddBelow ((fun z => g ^ 2 * T z + g * V z) '' S) := by
    refine ⟨g * V x + g ^ 2 * t, ?_⟩
    rintro _ ⟨z, hz, rfl⟩
    exact low z hz
  have up : scaledF T V S g ≤ g ^ 2 * T x + g * V x :=
    infOn_le (f := fun z => g ^ 2 * T z + g * V z) hb hx
  exact ⟨le_infOn ⟨x, hx⟩ low, by linarith⟩

/-- Let `T` be bounded below on `B`, and let the repulsion attain its minimum over `A ⊆ B` at `x`
and over `B` at `y`. For `g ≥ 0` the restriction error then equals `g (V(x) - V(y))` up to an
explicit multiple of `g²`. -/
theorem restriction_error_second_order {x y : X} {g : ℝ} (hAB : A ⊆ B)
    (hT : BddBelow (T '' B)) (hx : x ∈ A) (hxmin : ∀ z ∈ A, V x ≤ V z)
    (hy : y ∈ B) (hymin : ∀ z ∈ B, V y ≤ V z) (hg : 0 ≤ g) :
    |scaledF T V A g - scaledF T V B g - g * (V x - V y)| ≤
      g ^ 2 * (max (T x) (T y) - infOn T B) := by
  obtain ⟨a1, a2⟩ := scaledF_bounds hx hxmin (fun z hz => infOn_le hT (hAB hz)) hg
  obtain ⟨b1, b2⟩ := scaledF_bounds hy hymin (fun z hz => infOn_le hT hz) hg
  have m1 := mul_le_mul_of_nonneg_left (le_max_left (T x) (T y)) (sq_nonneg g)
  have m2 := mul_le_mul_of_nonneg_left (le_max_right (T x) (T y)) (sq_nonneg g)
  rw [abs_le]
  constructor <;> linarith

/-- For states labelled by `x > 0` with `T = 1/x` and `V = x`, the infimum of the repulsion is
zero, while the functional at `g > 0` is exactly `2 g √g`. -/
theorem three_halves_power_example {g : ℝ} (hg : 0 < g) :
    infOn (fun x : ℝ => x) (Set.Ioi 0) = 0 ∧
      scaledF (fun x : ℝ => 1 / x) (fun x => x) (Set.Ioi 0) g = 2 * g * √g := by
  have hs : 0 < √g := Real.sqrt_pos.2 hg
  have hsq : √g ^ 2 = g := Real.sq_sqrt hg.le
  -- completing the square bounds the energy of every state
  have low : ∀ x ∈ Set.Ioi (0 : ℝ), 2 * g * √g ≤ g ^ 2 * (1 / x) + g * x := by
    intro x hx
    have hx' : 0 < x := hx
    have hxy : x * (1 / x) = 1 := mul_one_div_cancel hx'.ne'
    have hn : 0 ≤ g * (1 / x) * (√g - x) ^ 2 := by positivity
    have e : g * (1 / x) * (√g - x) ^ 2 = g ^ 2 * (1 / x) + g * x - 2 * g * √g := by
      linear_combination (g * (1 / x)) * hsq + (g * x - 2 * g * √g) * hxy
    linarith
  have hb : BddBelow ((fun x : ℝ => g ^ 2 * (1 / x) + g * x) '' Set.Ioi 0) := by
    refine ⟨2 * g * √g, ?_⟩
    rintro _ ⟨x, hx, rfl⟩
    exact low x hx
  refine ⟨by simp [infOn], le_antisymm ?_ (le_infOn ⟨√g, hs⟩ low)⟩
  -- the bound is attained at `x = √g`
  have up : scaledF (fun x : ℝ => 1 / x) (fun x => x) (Set.Ioi 0) g ≤
      g ^ 2 * (1 / √g) + g * √g :=
    infOn_le (f := fun x : ℝ => g ^ 2 * (1 / x) + g * x) hb hs
  have hsy : √g * (1 / √g) = 1 := mul_one_div_cancel hs.ne'
  have e : g ^ 2 * (1 / √g) + g * √g = 2 * g * √g := by
    linear_combination (-(g * (1 / √g))) * hsq + (g * √g) * hsy
  linarith

end

end LowDensityScaling
```

```lean
#print axioms LowDensityScaling.tendsto_restriction_error
#print axioms LowDensityScaling.restriction_error_second_order
#print axioms LowDensityScaling.three_halves_power_example
```

```
'LowDensityScaling.tendsto_restriction_error' depends on axioms: [propext, Classical.choice, Quot.sound]
'LowDensityScaling.restriction_error_second_order' depends on axioms: [propext, Classical.choice, Quot.sound]
'LowDensityScaling.three_halves_power_example' depends on axioms: [propext, Classical.choice, Quot.sound]
```

## From the inequalities to the Lean lemmas

`infOn_le` is the variational principle, and `le_infOn` turns a bound valid at every state into a bound on the infimum. `infOn_mul` uses them to take out a positive factor, with one inequality for each direction.

`separate_bound` is the lower bound obtained by minimising $V$ and $T$ separately. In `tendsto_infOn_add`, `tendsto_order.2` splits the limit into two tasks: the infimum must eventually exceed any number below $\inf_S V$, and eventually fall below any number above it. The first uses `separate_bound`. For the second, `exists_lt_of_csInf_lt` supplies the fixed trial state. The auxiliary statement `lin` says that $p+gq$ tends to $p$.

`tendsto_scaledF_div` combines this limit with the factorisation, which is needed only for positive $g$. `tendsto_restriction_error` passes the bounds from $B$ to $A$ and subtracts the two limits.

`scaledF_bounds` contains the two-sided estimate for an attained repulsion minimum. `restriction_error_second_order` applies it to both sets, and `linarith` combines the inequalities. In `three_halves_power_example`, `linear_combination` verifies the completed square and the value at $x=\sqrt g$.

## What the theorems fix and what they leave to the physics

The type `X` contains the states, `A` and `B` are sets in it, and `T` and `V` are real-valued functions. `infOn f S` is the infimum of the values of `f` on `S`, and `scaledF T V S g` is $F_S(g)$. The hypotheses `BddBelow (T '' B)` and `BddBelow (V '' B)` say that neither energy can fall indefinitely on $B$; nonnegative kinetic energy and Coulomb repulsion satisfy them. The filter `𝓝[>] 0` expresses the approach of $g$ to zero through positive values.

In words, `tendsto_restriction_error` says that for nonempty $A\subseteq B$ and energies bounded below on $B$, the restriction error divided by $g$ converges to the difference of the repulsion infima. No minimiser has to exist, and the sets may be finite or infinite.

The theorem `restriction_error_second_order` does assume minimisers, through `hxmin` and `hymin`. Physically, some state of finite kinetic energy must reach the least repulsion in each set. This holds for any finite nonempty list of states. For the full set of many-electron wavefunctions in continuous space it typically fails: repulsion keeps decreasing as the electrons' relative positions become more sharply correlated, while the kinetic energy grows. A code should then not assume a quadratic correction merely because the linear limit exists.

If the two repulsion infima coincide, the limit is zero. The error is then smaller than order $g$, and kinetic energy can determine its leading behaviour. When the infima differ, repulsion alone fixes the leading error.

Wavefunctions, densities and determinants enter through the choice of `X`, `A`, `B`, `T` and `V`; the coordinate-scaling relation is the physical input behind the powers of $g$. The limit follows the scaled densities $g^3n(g\mathbf r)$ of one fixed $n$ and gives no rate uniform over $n$. Nor does it account for basis-set error or for an optimiser that stops at a local minimum: a computed energy must approximate the infimum over its stated set before the comparison applies.
